# Sylvester's formula for the exponential: spin rotations as polynomials in their generator

A spin in a constant magnetic field precesses about the field direction. With \(\hbar=1\), the state after precession through an angle \(\theta\) is obtained by applying \(\exp(-i\theta J)\), where \(J\) is the spin component along the field. The exponential is an infinite series in \(J\), yet a spin \(j\) has only \(N=2j+1\) possible values of that component. Can the series be replaced by finitely many powers of \(J\), and with what coefficients?

It can, for any square matrix annihilated by a product of distinct linear factors. Let \(A\) be a complex square matrix and let \(a_k\) be distinct complex numbers, with \(k\) running over a finite set of \(N\) labels, such that

\[
\prod_k (A-a_k)=0 .
\]

Here a number next to a matrix stands for that multiple of the identity. Define

\[
P_m=\prod_{k\neq m}\frac{A-a_k}{a_m-a_k}.
\]

Then, for every complex \(t\),

\[
\exp(tA)=\sum_m e^{t a_m}P_m .
\]

For \(N\ge 1\) the right side is a polynomial in \(A\) of degree at most \(N-1\). Sylvester's formula is usually stated for a general function of a diagonalisable matrix; the function treated here is the exponential.

## The derivation by hand

All factors are polynomials in the same matrix, so they commute. Multiplying \(P_m\) by its missing factor completes the annihilating product:

\[
(A-a_m)P_m=\Bigl(\prod_{k\ne m}\frac1{a_m-a_k}\Bigr)\prod_k(A-a_k)=0,
\qquad\text{so}\qquad AP_m=a_mP_m .
\]

Applying \(A\) repeatedly gives \(A^rP_m=a_m^rP_m\) for \(r=0,1,2,\dots\), since \(A^{r+1}P_m=A^r(a_mP_m)=a_m^{r+1}P_m\). Multiplication by a fixed matrix can be carried out term by term in the convergent exponential series, so

\[
\exp(tA)P_m=\sum_{r=0}^\infty\frac{t^r}{r!}A^rP_m
=\sum_{r=0}^\infty\frac{(ta_m)^r}{r!}P_m=e^{ta_m}P_m .
\]

It remains to show that the \(P_m\) add up to the identity. Consider the Lagrange polynomials

\[
\ell_m(x)=\prod_{k\ne m}\frac{x-a_k}{a_m-a_k},
\qquad \ell_m(a_r)=\delta_{mr}.
\]

For \(N\ge1\), the polynomial \(\sum_m\ell_m(x)-1\) has degree at most \(N-1\) and vanishes at the \(N\) distinct points \(a_r\). It is therefore the zero polynomial. Substituting \(A\) for \(x\) gives \(\sum_mP_m=1\), and hence

\[
\exp(tA)=\exp(tA)\sum_mP_m=\sum_m e^{ta_m}P_m .
\]

If there are no labels, the annihilating product is empty and the hypothesis reads \(1=0\). This is possible only for a matrix of size zero, where the two sides agree trivially.

For a spin, take \(A=J\), \(t=-i\theta\) and the levels \((N-1)/2-k\) with \(k=0,\dots,N-1\). For spin 1/2 about a unit axis \((x,y,z)\), the generator is

\[
S=\frac12\begin{pmatrix}z&x-iy\\x+iy&-z\end{pmatrix}.
\]

In \(S^2\) the off-diagonal entries cancel, and each diagonal entry is \((x^2+y^2+z^2)/4=1/4\). Thus \((S-\tfrac12)(S+\tfrac12)=0\). The levels \(\tfrac12\) and \(-\tfrac12\) give \(P_0=\tfrac12+S\) and \(P_1=\tfrac12-S\), so

\[
e^{-i\theta S}=e^{-i\theta/2}\bigl(\tfrac12+S\bigr)+e^{i\theta/2}\bigl(\tfrac12-S\bigr)
=\cos\tfrac\theta2-2i\sin\tfrac\theta2\,S .
\]

## Matrices, labels and level projectors in Lean

The type `n` labels the basis states, and `ι` labels the numbers \(a_k\). Both are finite, so the development concerns finite-dimensional state spaces only.

```lean
import Mathlib

open Polynomial Finset

namespace SpinRotationPolynomial

noncomputable section

variable {n ι : Type*} [Fintype n] [DecidableEq n] [Fintype ι] [DecidableEq ι]
```

The definition of \(P_m\) first forms a product of ordinary polynomials and then evaluates it at the matrix with `aeval A`. Polynomials commute, so the product over an unordered set of labels is well defined; general matrices would need an order. `X` is the polynomial variable, `C` turns a number into a constant polynomial, and `univ.erase m` is the set of all labels except `m`.

```lean
/-- For pairwise distinct numbers `a k`, the product over `k ≠ m` of `(A - a k) / (a m - a k)`, a
polynomial in the matrix `A`. -/
def levelProjector (A : Matrix n n ℂ) (a : ι → ℂ) (m : ι) : Matrix n n ℂ :=
  aeval A (∏ k ∈ univ.erase m, (C ((a m - a k)⁻¹) * (X - C (a k))))
```

The definition itself does not require the product of all \(A-a_k\) to vanish. When it does vanish and the \(a_k\) are distinct, \(P_mP_r=\ell_m(a_r)P_r=\delta_{mr}P_r\), which justifies the name "projector"; the Lean development neither states nor uses this relation. Under the same two conditions, a listed number \(a_m\) that is not an eigenvalue of \(A\) does no harm, because its \(P_m\) is zero.

## From one action to the exponential

The next lemma is the induction \(A^rP=z^rP\), for any matrix \(P\) with \(AP=zP\). The symbol `•` denotes multiplication of a matrix by a number.

```lean
/-- If `A` acts on the columns of `P` as the number `z`, then `A ^ k` acts on them as `z ^ k`. -/
theorem pow_mul_of_mul_eq {A P : Matrix n n ℂ} {z : ℂ} (h : A * P = z • P) (k : ℕ) :
    A ^ k * P = z ^ k • P := by
  induction k with
  | zero => simp
  | succ k ih => rw [pow_succ, mul_assoc, h, mul_smul_comm, ih, smul_smul, pow_succ']
```

The exponential follows from comparing two series. In the proof, `hs` says that the matrix series sums to `NormedSpace.exp A`. Multiplying it on the right by `P` gives `h1`, while `h2` is the scalar series for \(e^z\) multiplied by `P`. By `hterm` their terms agree, and a convergent series has only one sum.

```lean
/-- If `A` acts on the columns of `P` as the number `z`, then `exp A` acts on them as `exp z`. -/
theorem exp_mul_of_mul_eq {A P : Matrix n n ℂ} {z : ℂ} (h : A * P = z • P) :
    NormedSpace.exp A * P = Complex.exp z • P := by
  have hterm : ∀ k : ℕ, ((k.factorial : ℂ)⁻¹ • A ^ k) * P
      = ((k.factorial : ℂ)⁻¹ • z ^ k) • P := by
    intro k
    rw [smul_mul_assoc, pow_mul_of_mul_eq h, smul_assoc]
  -- a matrix norm is needed only for the convergence of the series
  have hs : HasSum (fun k : ℕ => (k.factorial : ℂ)⁻¹ • A ^ k) (NormedSpace.exp A) := by
    let : NormedRing (Matrix n n ℂ) := Matrix.linftyOpNormedRing
    let : NormedAlgebra ℂ (Matrix n n ℂ) := Matrix.linftyOpNormedAlgebra
    exact NormedSpace.exp_series_hasSum_exp' (𝕂 := ℂ) A
  -- compare the two exponential series term by term
  have h1 := hs.mul_right P
  have h2 := (NormedSpace.exp_series_hasSum_exp' (𝕂 := ℂ) z).smul_const P
  simp only [hterm] at h1
  rw [Complex.exp_eq_exp_ℂ]
  exact h1.unique h2
```

The physical content is that a state on which the generator acts as a number merely acquires an exponential factor.

## Completing the annihilating product

The hypothesis `hA` is the equation \(\prod_k(A-a_k)=0\), again written as a polynomial evaluated at `A`. For a measurable spin component it says that no values other than the listed ones occur. The polynomial identity `key` supplies the missing factor, exactly as in the first step by hand, and evaluating it at `A` gives \(AP_m=a_mP_m\).

```lean
/-- If the product of all `A - a k` vanishes, then `A` acts on the columns of the `m`-th
level projector as the number `a m`. -/
theorem mul_levelProjector {A : Matrix n n ℂ} {a : ι → ℂ}
    (hA : aeval A (∏ k, (X - C (a k))) = 0) (m : ι) :
    A * levelProjector A a m = a m • levelProjector A a m := by
  -- the missing factor completes the annihilating product
  have key : (X - C (a m)) * ∏ k ∈ univ.erase m, (C ((a m - a k)⁻¹) * (X - C (a k)))
      = (∏ k ∈ univ.erase m, C ((a m - a k)⁻¹)) * ∏ k, (X - C (a k)) := by
    rw [prod_mul_distrib, ← mul_prod_erase univ (fun k => X - C (a k)) (mem_univ m)]
    exact mul_left_comm _ _ _
  have h := congrArg (aeval A) key
  rw [map_mul, map_mul, hA, mul_zero, map_sub, aeval_X, aeval_C, sub_mul, sub_eq_zero] at h
  rw [levelProjector, Algebra.smul_def]
  exact h
```

## The formula for arbitrary distinct levels

In the main theorem, `Function.Injective a` says that different labels carry different numbers. The matrix need not be Hermitian, and `t` may be any complex number, so real-time phases and imaginary-time decay factors are both covered.

The proof treats the empty set of labels separately. Otherwise `hb` identifies each level projector with a Lagrange polynomial evaluated at `A`, and `hsum` is the resolution of the identity. Inserting that sum to the right of the exponential reduces the claim to one level at a time, where the earlier lemma applies to \(tA\) with the number \(ta_m\).

```lean
/-- **Sylvester's formula** for the exponential: if the `a k` are distinct and the product of
all `A - a k` vanishes, then `exp (t A)` is the sum of the level projectors of `A`
weighted by `exp (t a m)`, for every complex `t`. -/
theorem exp_eq_sum_levelProjector {A : Matrix n n ℂ} {a : ι → ℂ} (ha : Function.Injective a)
    (hA : aeval A (∏ k, (X - C (a k))) = 0) (t : ℂ) :
    NormedSpace.exp (t • A) = ∑ m, Complex.exp (t * a m) • levelProjector A a m := by
  rcases isEmpty_or_nonempty ι with hι | hι
  · -- without levels the hypothesis reads `1 = 0`
    rw [univ_eq_empty, prod_empty, map_one] at hA
    exact eq_of_zero_eq_one hA.symm _ _
  · -- Lagrange interpolation of the constant one resolves the identity
    have hb : ∀ m, levelProjector A a m = aeval A (Lagrange.basis univ a m) := fun m => by
      simp only [levelProjector, Lagrange.basis, Lagrange.basisDivisor]
    have hsum : ∑ m, levelProjector A a m = 1 := by
      have h := congrArg (aeval A)
        (Lagrange.sum_basis (s := univ) (v := a) ha.injOn univ_nonempty)
      rw [map_sum, map_one] at h
      simpa only [hb] using h
    rw [← mul_one (NormedSpace.exp (t • A)), ← hsum, mul_sum]
    refine sum_congr rfl fun m _ => exp_mul_of_mul_eq ?_
    rw [smul_mul_assoc, mul_levelProjector hA, smul_smul]
```

Both hypotheses matter, as one small matrix shows. Let

\[
A=\begin{pmatrix}0&1\\0&0\end{pmatrix},\qquad A^2=0,\qquad \exp(tA)=1+tA .
\]

If the single level \(0\) is listed, the annihilating condition fails, because \(A\neq0\). The only \(P\) is the empty product \(1\), and the formula would give \(1\) in place of \(1+tA\). If the level \(0\) is listed twice, the product \(A^2\) does vanish, but the levels are no longer distinct. Every exponential weight is then \(e^{0}=1\), so no choice of fixed matrices \(P_m\) could produce the term linear in \(t\).

## Rotations with spin levels

The levels of a spin with \(N\) states start at \(j=(N-1)/2\) and descend in steps of one. `Fin N` supplies the labels \(0,\dots,N-1\).

```lean
/-- The levels `j, j - 1, ..., -j` of a spin `j` with `N = 2 j + 1` states. -/
def spinLevel (N : ℕ) (k : Fin N) : ℂ := ((N : ℂ) - 1) / 2 - (k : ℕ)
```

The rotation theorem uses a real angle and the sign convention \(\exp(-i\theta J)\). Its proof only has to check that the levels are distinct: equal levels force equal labels.

```lean
/-- If the product of `J - m` over the `N` spin levels `m` vanishes, the rotation
`exp (-i θ J)` is the sum of the level projectors of `J` with phases `exp (-i θ m)`. -/
theorem spin_rotation {N : ℕ} {J : Matrix n n ℂ}
    (hJ : aeval J (∏ k, (X - C (spinLevel N k))) = 0) (θ : ℝ) :
    NormedSpace.exp ((-(Complex.I * θ)) • J)
      = ∑ k, Complex.exp (-(Complex.I * θ) * spinLevel N k)
          • levelProjector J (spinLevel N) k := by
  refine exp_eq_sum_levelProjector (fun i j h => ?_) hJ _
  have h' : ((i : ℕ) : ℂ) = ((j : ℕ) : ℂ) := by
    unfold spinLevel at h
    linear_combination -h
  exact Fin.ext (by exact_mod_cast h')
```

The vanishing product is a hypothesis on `J` here. It holds for a component of a spin-\(j\) operator along a unit axis, because that component is Hermitian with precisely these eigenvalues. The theorem itself does not construct the spin matrices for general \(N\) or derive this property from the commutation relations. Nor does it require the matrix size to equal \(N\), so `J` may also be a block-diagonal matrix that repeats the same spin component in each block.

## The spin-1/2 rotation in closed form

For spin 1/2 the generator is written out explicitly, as half the Pauli vector dotted with the axis.

```lean
/-- The spin-1/2 generator along `(x, y, z)`: half the Pauli vector dotted with the axis. -/
def spinHalf (x y z : ℝ) : Matrix (Fin 2) (Fin 2) ℂ :=
  !![(z : ℂ) / 2, (x - Complex.I * y) / 2; (x + Complex.I * y) / 2, -(z : ℂ) / 2]
```

Its two levels are the expected ones.

```lean
/-- The two levels of a spin with two states are `1/2` and `-1/2`. -/
theorem spinLevel_two : spinLevel 2 0 = 1 / 2 ∧ spinLevel 2 1 = -1 / 2 := by
  constructor <;> norm_num [spinLevel]
```

The unit-axis condition now yields the annihilating product, so for this spin it is derived. The inner statement `hS` is \(S^2=1/4\), checked entry by entry using \(x^2+y^2+z^2=1\) and \(i^2=-1\). Expanding \((S-\tfrac12)(S+\tfrac12)\) then leaves zero.

```lean
/-- For a unit axis, the product of `S - m` over the two spin levels `m` vanishes, with `S`
the spin-1/2 generator. -/
theorem spinHalf_witness {x y z : ℝ} (h : x ^ 2 + y ^ 2 + z ^ 2 = 1) :
    aeval (spinHalf x y z) (∏ k, (X - C (spinLevel 2 k))) = 0 := by
  have hc : (x : ℂ) ^ 2 + (y : ℂ) ^ 2 + (z : ℂ) ^ 2 = 1 := by exact_mod_cast h
  -- the square of the generator is `1/4`
  have hS : spinHalf x y z * spinHalf x y z = (1 / 4 : ℂ) • 1 := by
    ext i j
    fin_cases i <;> fin_cases j <;> simp [spinHalf, Matrix.mul_apply, Fin.sum_univ_two]
    all_goals first
      | ring1
      | linear_combination (1 / 4) * hc - ((y : ℂ) ^ 2 / 4) * Complex.I_sq
  rw [Fin.prod_univ_two, spinLevel_two.1, spinLevel_two.2]
  simp only [map_mul, map_sub, aeval_X, aeval_C, Algebra.algebraMap_eq_smul_one,
    sub_mul, mul_sub, smul_mul_assoc, mul_smul_comm, one_mul, mul_one, hS]
  module
```

The closed rotation formula applies the spin theorem to this generator. The statements `e0` and `e1` are Euler's formula for the phases \(e^{\mp i\theta/2}\). The proof then evaluates the two one-factor projectors, and `module` collects the coefficients of \(1\) and \(S\).

```lean
/-- For a unit axis, the spin-1/2 rotation by `θ` is
`cos (θ/2) - 2 i sin (θ/2) S`, with `S` the spin-1/2 generator. -/
theorem spinHalf_rotation {x y z : ℝ} (h : x ^ 2 + y ^ 2 + z ^ 2 = 1) (θ : ℝ) :
    NormedSpace.exp ((-(Complex.I * θ)) • spinHalf x y z)
      = Complex.cos (θ / 2) • (1 : Matrix (Fin 2) (Fin 2) ℂ)
        - (2 * Complex.I * Complex.sin (θ / 2)) • spinHalf x y z := by
  -- the half-angle phases of the two levels
  have e0 : Complex.exp (-(Complex.I * θ) * (1 / 2))
      = Complex.cos (θ / 2) - Complex.sin (θ / 2) * Complex.I := by
    rw [show -(Complex.I * θ) * (1 / 2) = -((θ : ℂ) / 2) * Complex.I by ring,
      Complex.exp_mul_I, Complex.cos_neg, Complex.sin_neg]
    ring
  have e1 : Complex.exp (-(Complex.I * θ) * (-1 / 2))
      = Complex.cos (θ / 2) + Complex.sin (θ / 2) * Complex.I := by
    rw [show -(Complex.I * θ) * (-1 / 2) = ((θ : ℂ) / 2) * Complex.I by ring,
      Complex.exp_mul_I]
  rw [spin_rotation (spinHalf_witness h), Fin.sum_univ_two, levelProjector, levelProjector,
    show univ.erase (0 : Fin 2) = {1} by decide, show univ.erase (1 : Fin 2) = {0} by decide,
    prod_singleton, prod_singleton, spinLevel_two.1, spinLevel_two.2, e0, e1]
  simp only [map_mul, map_sub, aeval_X, aeval_C, Algebra.algebraMap_eq_smul_one,
    smul_mul_assoc, one_mul]
  module

end

end SpinRotationPolynomial
```

```lean
#print axioms SpinRotationPolynomial.spinHalf_rotation
-- 'SpinRotationPolynomial.spinHalf_rotation' depends on axioms: [propext, Classical.choice, Quot.sound]
```

## Pulses and repeated angles in a calculation

Consider a pulse that rotates a spin 1/2 about the \(x\) axis. Setting \((x,y,z)=(1,0,0)\) gives

\[
e^{-i\theta S}=\begin{pmatrix}\cos\frac\theta2&-i\sin\frac\theta2\\[2pt]-i\sin\frac\theta2&\cos\frac\theta2\end{pmatrix}.
\]

A spin that starts up along \(z\) is found down with probability \(\sin^2(\theta/2)\). The populations are equal at \(\theta=\pi/2\) and exchanged at \(\theta=\pi\). At \(\theta=2\pi\) the matrix is \(-1\), the familiar sign change of a spin-1/2 state under a full turn.

In a program that simulates a single spin whose only interaction is with a magnetic field of fixed direction, the matrices \(P_k\) can be computed once and stored. Each new angle then requires only \(N\) phases and a weighted sum of stored matrices. For large \(N\) the long products defining \(P_k\) can amplify rounding errors, and building the projectors from numerically computed orthonormal eigenvectors of \(J\) is the safer route.
